# The reciprocal of 3 − cos x cos y − cos y cos z − cos z cos x has the Coulomb singularities of the reciprocal lattice of an fcc crystal

The exact-exchange energy of a crystal contains sums of Coulomb factors 4π/|Q + K|², weighted by the squared moduli of Fourier coefficients of products of two orbitals, over the reciprocal lattice vectors K. Here Q is the difference of the two Bloch wave vectors. One of the Coulomb factors diverges whenever Q approaches a reciprocal lattice vector. The singularity is integrable in three dimensions, but a k-point mesh samples it badly. One remedy is to subtract a periodic function with the same singularities and to add its integral back separately. For an fcc crystal I have seen 1/D used for this, with

D(x, y, z) = 3 − cos x cos y − cos y cos z − cos z cos x.

The claim is that D is never negative, that it vanishes exactly when x, y, z are all even or all odd integer multiples of π, and that D/(x² + y² + z²) tends to 1 at the origin. Expanding the cosines makes the last part plausible, but I would like to see the whole claim made rigorous and checked by machine, including that 1/D has no other singularities. How does that go?

## Zeros from three products, the limit from two bounds

The claim holds, and elementary inequalities for the cosine are enough. Write k = (x, y, z), and let G = π(n₀, n₁, n₂) be a lattice vector, with the integers nᵢ all even or all odd. If a is the cubic lattice constant and Q the physical wave vector, then k = aQ/2.

**Sign.** For any x and y,

2 − 2 cos x cos y = (1 − cos x)(1 + cos y) + (1 − cos y)(1 + cos x) ≥ 0.

Each product of two cosines is therefore at most 1, and D ≥ 0.

**Periodicity.** Adding an even multiple of π to each coordinate leaves all three cosines alone. Adding an odd multiple to each flips all three signs, which cancel in the products. Hence D(k + G) = D(k).

**Zeros.** If D(k) = 0, all three products equal 1, because none can exceed 1. Then

cos² x = cos² x · (cos y cos z) = (cos x cos y)(cos z cos x) = 1,

so cos x = ±1, and the other two cosines have the same value. If all are 1, the coordinates are even multiples of π; if all are −1, they are odd multiples. Conversely, D(0) = 0, and periodicity gives D(G) = 0.

**Upper bound.** Use

cos x cos y = [cos(x + y) + cos(x − y)]/2.

Since 1 − cos t = 2 sin²(t/2) ≤ t²/2, this gives cos x cos y ≥ 1 − (x² + y²)/2. Summing over the three pairs yields, with S = |k|² = x² + y² + z²,

D(k) ≤ S.

**Lower bound.** For |t| ≤ 1 the Taylor series gives cos t ≤ 1 − t²/2 + t⁴/24, and so also the slightly weaker bound with 5/96 in place of 1/24. Let S ≤ 1/2. Then (x ± y)² ≤ 2(x² + y²) ≤ 1, so the bound applies to both cosines in the mean:

cos x cos y ≤ 1 − (x² + y²)/2 + (5/96)(x⁴ + 6x²y² + y⁴).

Summing over the pairs,

D(k) ≥ S − (5/96)[2(x⁴ + y⁴ + z⁴) + 6(x²y² + y²z² + z²x²)].

The subtracted term is at most S²/6, because S²/6 minus that term equals

(x⁴ + y⁴ + z⁴)/16 + (x²y² + y²z² + z²x²)/48 ≥ 0.

Thus D(k) ≥ S − S²/6.

**Singularity.** By periodicity both bounds hold around any G, now with S = |k − G|². For 0 < S ≤ 1/2,

1 − S/6 ≤ D(k)/S ≤ 1.

The ratio tends to 1 as k → G, and so does its inverse S/D(k). The difference from the Coulomb term is also controlled. Since D ≥ (11/12)S,

0 ≤ 1/D − 1/S = (S − D)/(DS) ≤ (S²/6)/((11/12)S²) = 2/11 < 1/5.

Away from the lattice D is continuous and nonzero, so 1/D is continuous there.

## The theorems in terms of wave vectors

A wave vector is a function `k : Fin 3 → ℝ`, with x, y, z given by `k 0`, `k 1`, `k 2`. The function D is `fccD`, and `sqLen` is the squared Euclidean length, written out explicitly because Mathlib's built-in norm on this type is the maximum norm. Both norms give the same notion of approach to a point, so the limits have their usual meaning.

The set `recipLattice` contains the points π(n₀, n₁, n₂) with the parity condition. That this is the reciprocal lattice of an fcc crystal, in units of 2/a, enters as a definition; it is not derived from primitive vectors.

The main theorem, `fcc_coulomb_singularities`, has two parts. At every G in the lattice, |k − G|² · (1/D(k)) tends to 1 as k approaches G through points other than G, which is what `𝓝[≠] G` expresses. At every k outside the lattice, 1/D is continuous. The coefficient one belongs to the dimensionless units: in terms of Q, the function that matches 4π/|Q|² is πa²/D.

The other theorems state the individual claims: `fccD_nonneg`, `fccD_eq_zero_iff`, `fccD_add_lattice`, the two bounds `fccD_le_sqLen` and `sqLen_sub_le_fccD`, and the limit of D(k)/|k − G|² at each G, with the origin stated separately. Finally, `coulomb_remainder_bounded` says that for 0 < |k − G|² ≤ 1/2 the difference 1/D(k) − 1/|k − G|² lies between 0 and 1/5.

For exact exchange with the unscreened Coulomb interaction, alone or as part of a hybrid functional, this justifies 1/D as a subtraction function as far as the position and leading strength of its singularities go, for the fcc lattice only. The Brillouin-zone integral of 1/D, the exchange energy and the convergence of a k-point sum are separate matters.

```lean
import Mathlib

open Filter Topology Real

namespace FccCoulombSingularity

noncomputable section

/-- The lattice function D(k) = 3 - cos x cos y - cos y cos z - cos z cos x of a
dimensionless wave vector k = (x, y, z). -/
def fccD (k : Fin 3 → ℝ) : ℝ :=
  3 - cos (k 0) * cos (k 1) - cos (k 1) * cos (k 2) - cos (k 2) * cos (k 0)

/-- The squared Euclidean length of a wave vector. -/
def sqLen (q : Fin 3 → ℝ) : ℝ := q 0 ^ 2 + q 1 ^ 2 + q 2 ^ 2

/-- The reciprocal lattice of the fcc crystal in dimensionless units: integer multiples of π
in each coordinate, with the three integers all even or all odd. -/
def recipLattice : Set (Fin 3 → ℝ) :=
  {k | ∃ n : Fin 3 → ℤ, (∀ i, k i = (n i : ℝ) * π) ∧
    ((∀ i, Even (n i)) ∨ (∀ i, Odd (n i)))}

private lemma cos_mul_cos_le (x y : ℝ) : cos x * cos y ≤ 1 := by
  nlinarith [mul_nonneg (sub_nonneg.2 (cos_le_one x)) (by linarith [neg_one_le_cos y] :
      0 ≤ 1 + cos y),
    mul_nonneg (sub_nonneg.2 (cos_le_one y)) (by linarith [neg_one_le_cos x] :
      0 ≤ 1 + cos x)]

/-- The function D is nowhere negative. -/
theorem fccD_nonneg (k : Fin 3 → ℝ) : 0 ≤ fccD k := by
  unfold fccD
  linarith [cos_mul_cos_le (k 0) (k 1), cos_mul_cos_le (k 1) (k 2),
    cos_mul_cos_le (k 2) (k 0)]

/-- The function D is unchanged when the wave vector is shifted by a reciprocal lattice
vector. -/
theorem fccD_add_lattice (k : Fin 3 → ℝ) {G : Fin 3 → ℝ} (hG : G ∈ recipLattice) :
    fccD (k + G) = fccD k := by
  obtain ⟨n, hn, he | ho⟩ := hG
  · -- even vectors preserve each cosine
    have h : ∀ i, cos (k i + G i) = cos (k i) := by
      intro i
      obtain ⟨r, hr⟩ := he i
      have e : k i + G i = k i + (r : ℝ) * (2 * π) := by
        rw [hn i, hr]; push_cast; ring
      rw [e, cos_add_int_mul_two_pi]
    simp only [fccD, Pi.add_apply, h]
  · -- odd vectors flip the sign of each cosine
    have h : ∀ i, cos (k i + G i) = -cos (k i) := by
      intro i
      obtain ⟨r, hr⟩ := ho i
      have e : k i + G i = (k i + π) + (r : ℝ) * (2 * π) := by
        rw [hn i, hr]; push_cast; ring
      rw [e, cos_add_int_mul_two_pi, cos_add_pi]
    simp only [fccD, Pi.add_apply, h]
    ring

/-- The zeros of D are exactly the reciprocal lattice vectors. -/
theorem fccD_eq_zero_iff (k : Fin 3 → ℝ) : fccD k = 0 ↔ k ∈ recipLattice := by
  constructor
  · intro h
    unfold fccD at h
    have h01 := cos_mul_cos_le (k 0) (k 1)
    have h12 := cos_mul_cos_le (k 1) (k 2)
    have h20 := cos_mul_cos_le (k 2) (k 0)
    -- all three products must equal one
    have e01 : cos (k 0) * cos (k 1) = 1 := by linarith
    have e12 : cos (k 1) * cos (k 2) = 1 := by linarith
    have e20 : cos (k 2) * cos (k 0) = 1 := by linarith
    have hsq : (cos (k 0) - 1) * (cos (k 0) + 1) = 0 := by
      linear_combination (-cos (k 0) ^ 2) * e12 + cos (k 2) * cos (k 0) * e01 + e20
    rcases mul_eq_zero.1 hsq with h0 | h0
    · have c0 : cos (k 0) = 1 := by linarith
      rw [c0] at e01 e20
      have c1 : cos (k 1) = 1 := by linarith
      have c2 : cos (k 2) = 1 := by linarith
      have hc : ∀ i, cos (k i) = 1 := by
        intro i
        fin_cases i
        exacts [c0, c1, c2]
      choose n hn using fun i => (cos_eq_one_iff (k i)).1 (hc i)
      refine ⟨fun i => 2 * n i, fun i => ?_, Or.inl fun i => even_two_mul (n i)⟩
      push_cast
      linear_combination (-1 : ℝ) * hn i
    · have c0 : cos (k 0) = -1 := by linarith
      rw [c0] at e01 e20
      have c1 : cos (k 1) = -1 := by linarith
      have c2 : cos (k 2) = -1 := by linarith
      have hc : ∀ i, cos (k i) = -1 := by
        intro i
        fin_cases i
        exacts [c0, c1, c2]
      have hs : ∀ i, cos (k i - π) = 1 := by
        intro i
        rw [cos_sub_pi, hc i, neg_neg]
      choose n hn using fun i => (cos_eq_one_iff (k i - π)).1 (hs i)
      refine ⟨fun i => 2 * n i + 1, fun i => ?_, Or.inr fun i => ⟨n i, rfl⟩⟩
      push_cast
      linear_combination (-1 : ℝ) * hn i
  · intro h
    have h0 := fccD_add_lattice 0 h
    rw [zero_add] at h0
    rw [h0]
    norm_num [fccD]

private lemma le_cos_mul_cos (x y : ℝ) : 1 - (x ^ 2 + y ^ 2) / 2 ≤ cos x * cos y := by
  have h1 := one_sub_sq_div_two_le_cos (x := x + y)
  have h2 := one_sub_sq_div_two_le_cos (x := x - y)
  rw [cos_add] at h1
  rw [cos_sub] at h2
  nlinarith [h1, h2]

private lemma cos_le_quartic (t : ℝ) (ht : t ^ 2 ≤ 1) :
    cos t ≤ 1 - t ^ 2 / 2 + 5 / 96 * t ^ 4 := by
  have h := (abs_le.1 (cos_bound (abs_le.2 ⟨by nlinarith, by nlinarith⟩ : |t| ≤ 1))).2
  have e : |t| ^ 4 = t ^ 4 := by
    calc |t| ^ 4 = (|t| ^ 2) ^ 2 := by ring
      _ = t ^ 4 := by rw [sq_abs]; ring
  rw [e] at h
  linarith

private lemma cos_mul_cos_le_quartic (x y : ℝ) (h : x ^ 2 + y ^ 2 ≤ 1 / 2) :
    cos x * cos y ≤
      1 - (x ^ 2 + y ^ 2) / 2 + 5 / 96 * (x ^ 4 + 6 * x ^ 2 * y ^ 2 + y ^ 4) := by
  have h1 := cos_le_quartic (x + y) (by nlinarith [sq_nonneg (x - y)])
  have h2 := cos_le_quartic (x - y) (by nlinarith [sq_nonneg (x + y)])
  rw [cos_add] at h1
  rw [cos_sub] at h2
  nlinarith [h1, h2]

/-- The function D never exceeds the squared length of the wave vector. -/
theorem fccD_le_sqLen (q : Fin 3 → ℝ) : fccD q ≤ sqLen q := by
  unfold fccD sqLen
  linarith [le_cos_mul_cos (q 0) (q 1), le_cos_mul_cos (q 1) (q 2),
    le_cos_mul_cos (q 2) (q 0)]

/-- For |q|² ≤ 1/2, the function D falls short of |q|² by at most |q|⁴/6. -/
theorem sqLen_sub_le_fccD (q : Fin 3 → ℝ) (h : sqLen q ≤ 1 / 2) :
    sqLen q - sqLen q ^ 2 / 6 ≤ fccD q := by
  unfold sqLen at h
  have h1 := cos_mul_cos_le_quartic (q 0) (q 1) (by linarith [sq_nonneg (q 2)])
  have h2 := cos_mul_cos_le_quartic (q 1) (q 2) (by linarith [sq_nonneg (q 0)])
  have h3 := cos_mul_cos_le_quartic (q 2) (q 0) (by linarith [sq_nonneg (q 1)])
  unfold fccD sqLen
  nlinarith [h1, h2, h3, sq_nonneg (q 0 ^ 2), sq_nonneg (q 1 ^ 2), sq_nonneg (q 2 ^ 2),
    sq_nonneg (q 0 * q 1), sq_nonneg (q 1 * q 2), sq_nonneg (q 2 * q 0)]

private lemma sqLen_pos {q : Fin 3 → ℝ} (h : q ≠ 0) : 0 < sqLen q := by
  by_contra hn
  unfold sqLen at hn
  have a0 := sq_nonneg (q 0)
  have a1 := sq_nonneg (q 1)
  have a2 := sq_nonneg (q 2)
  apply h
  funext i
  fin_cases i
  exacts [(pow_eq_zero_iff two_ne_zero).1 (by linarith : q 0 ^ 2 = 0),
    (pow_eq_zero_iff two_ne_zero).1 (by linarith : q 1 ^ 2 = 0),
    (pow_eq_zero_iff two_ne_zero).1 (by linarith : q 2 ^ 2 = 0)]

private lemma fccD_sub {G : Fin 3 → ℝ} (hG : G ∈ recipLattice) (k : Fin 3 → ℝ) :
    fccD (k - G) = fccD k := by
  rw [← fccD_add_lattice (k - G) hG, sub_add_cancel]

/-- At every reciprocal lattice vector G, the ratio D(k)/|k - G|² tends to 1 as k
approaches G. -/
theorem tendsto_fccD_div {G : Fin 3 → ℝ} (hG : G ∈ recipLattice) :
    Tendsto (fun k => fccD k / sqLen (k - G)) (𝓝[≠] G) (𝓝 1) := by
  have hcont : Continuous (fun k : Fin 3 → ℝ => sqLen (k - G)) := by
    simp only [sqLen, Pi.sub_apply]
    fun_prop
  have hS : Tendsto (fun k => sqLen (k - G)) (𝓝[≠] G) (𝓝 0) := by
    have h := hcont.tendsto G
    have h0 : sqLen (G - G) = 0 := by simp [sqLen]
    rw [h0] at h
    exact h.mono_left nhdsWithin_le_nhds
  have hlow : Tendsto (fun k => 1 - sqLen (k - G) / 6) (𝓝[≠] G) (𝓝 1) := by
    simpa using (hS.div_const 6).const_sub 1
  -- squeeze the ratio between 1 - |k - G|²/6 and 1
  refine tendsto_of_tendsto_of_tendsto_of_le_of_le' hlow tendsto_const_nhds ?_ ?_
  · filter_upwards [self_mem_nhdsWithin,
      hS.eventually (gt_mem_nhds (by norm_num : (0 : ℝ) < 1 / 2))] with k hk hk2
    have hp := sqLen_pos (sub_ne_zero.2 hk)
    have hb := sqLen_sub_le_fccD (k - G) hk2.le
    rw [fccD_sub hG] at hb
    rw [le_div_iff₀ hp]
    nlinarith [hb]
  · filter_upwards [self_mem_nhdsWithin] with k hk
    have hb := fccD_le_sqLen (k - G)
    rw [fccD_sub hG] at hb
    exact (div_le_one (sqLen_pos (sub_ne_zero.2 hk))).2 hb

/-- The ratio D(k)/|k|² tends to 1 at the origin. -/
theorem tendsto_fccD_div_origin :
    Tendsto (fun k => fccD k / sqLen k) (𝓝[≠] 0) (𝓝 1) := by
  have h0 : (0 : Fin 3 → ℝ) ∈ recipLattice :=
    (fccD_eq_zero_iff 0).1 (by norm_num [fccD])
  simpa only [sub_zero] using tendsto_fccD_div h0

/-- At every reciprocal lattice vector G the function 1/D diverges as 1/|k - G|², with
coefficient one, and at every other wave vector 1/D is continuous. -/
theorem fcc_coulomb_singularities :
    (∀ G ∈ recipLattice,
      Tendsto (fun k => sqLen (k - G) * (1 / fccD k)) (𝓝[≠] G) (𝓝 1)) ∧
    (∀ k ∉ recipLattice, ContinuousAt (fun p => 1 / fccD p) k) := by
  constructor
  · intro G hG
    have h := (tendsto_fccD_div hG).inv₀ one_ne_zero
    rw [inv_one] at h
    refine h.congr fun k => ?_
    rw [inv_div, mul_one_div]
  · intro k hk
    have hc : Continuous fccD := by
      unfold fccD
      fun_prop
    exact continuousAt_const.div hc.continuousAt fun h => hk ((fccD_eq_zero_iff k).1 h)

/-- For 0 < |k - G|² ≤ 1/2 around a reciprocal lattice vector G, D(k) is positive and
1/D(k) exceeds the Coulomb term 1/|k - G|² by at least 0 and at most 1/5. -/
theorem coulomb_remainder_bounded {G : Fin 3 → ℝ} (hG : G ∈ recipLattice)
    (k : Fin 3 → ℝ) (hpos : 0 < sqLen (k - G)) (hk : sqLen (k - G) ≤ 1 / 2) :
    0 < fccD k ∧ 0 ≤ 1 / fccD k - 1 / sqLen (k - G) ∧
      1 / fccD k - 1 / sqLen (k - G) ≤ 1 / 5 := by
  have hu := fccD_le_sqLen (k - G)
  have hl := sqLen_sub_le_fccD (k - G) hk
  rw [fccD_sub hG] at hu hl
  generalize sqLen (k - G) = S at *
  generalize fccD k = D at *
  have h11 : 11 / 12 * S ≤ D := by nlinarith
  have hD : 0 < D := by linarith
  refine ⟨hD, sub_nonneg.2 (one_div_le_one_div_of_le hD hu), ?_⟩
  -- the difference is (S - D)/(D S), with numerator of fourth order
  rw [div_sub_div _ _ hD.ne' hpos.ne', div_le_iff₀ (mul_pos hD hpos)]
  nlinarith [mul_le_mul_of_nonneg_right h11 hpos.le, sq_nonneg S]

end

end FccCoulombSingularity
```

```lean
#print axioms FccCoulombSingularity.fccD_nonneg
#print axioms FccCoulombSingularity.tendsto_fccD_div_origin
#print axioms FccCoulombSingularity.fcc_coulomb_singularities
#print axioms FccCoulombSingularity.coulomb_remainder_bounded
```

```
'FccCoulombSingularity.fccD_nonneg' depends on axioms: [propext, Classical.choice, Quot.sound]
'FccCoulombSingularity.tendsto_fccD_div_origin' depends on axioms: [propext, Classical.choice, Quot.sound]
'FccCoulombSingularity.fcc_coulomb_singularities' depends on axioms: [propext, Classical.choice, Quot.sound]
'FccCoulombSingularity.coulomb_remainder_bounded' depends on axioms: [propext, Classical.choice, Quot.sound]
```

## From the cosine inequalities to the Lean proof

The lemma `cos_mul_cos_le` gives `nlinarith` the two nonnegative products from the sign argument, and `fccD_nonneg` adds up three instances. In `fccD_add_lattice`, the even and odd cases are treated separately: each shift is rewritten as a multiple of 2π, with an extra π in the odd case.

The forward half of `fccD_eq_zero_iff` first shows that the three products equal 1. The `linear_combination` step is then the identity for cos² x above, in the factored form (cos x − 1)(cos x + 1) = 0. Each factor leads to one parity class, and `cos_eq_one_iff` supplies the integers. In the odd case it is applied to the coordinates shifted by π.

The lemmas `le_cos_mul_cos` and `cos_mul_cos_le_quartic` carry out the averaging over x + y and x − y. The constant 5/96 comes from Mathlib's `cos_bound`, which is used in `cos_le_quartic`. In `sqLen_sub_le_fccD`, the squares passed to `nlinarith` are the fourth-order terms that remain in the derivation, x⁴ and x²y² with their permutations.

Two small lemmas prepare the limit: `sqLen_pos` says that a nonzero vector has positive squared length, and `fccD_sub` moves the bounds from the origin to G. After the squeeze in `tendsto_fccD_div`, the main theorem inverts the limit with `inv₀`, which is allowed because the limit is 1 and not 0. Its continuity part uses the description of the zeros. In `coulomb_remainder_bounded`, the two quantities are replaced by plain real numbers `S` and `D`, and the estimate with 11/12 finishes the proof.

## A squeeze that needs its inequalities only near G

The passage from bounds to a limit rests on `tendsto_of_tendsto_of_tendsto_of_le_of_le'`. The prime at the end matters. The unprimed version wants both inequalities at every point, whereas the primed one wants them only eventually along the filter, here at all points sufficiently close to G and different from it.

That is the form in which the lower bound is available. It was derived for |k − G|² ≤ 1/2, and at k = G itself the inequality 1 − S/6 ≤ D/S is false in Lean, where 0/0 is 0.

The tactic `filter_upwards` collects the conditions that may be assumed. The entry `self_mem_nhdsWithin` provides k ≠ G, so that one may multiply by |k − G|². The entry built from `hS.eventually` provides |k − G|² < 1/2, because |k − G|² tends to 0. What remains is an inequality at a single point k, and `sqLen_sub_le_fccD` settles it. The upper bound holds for all wave vectors, so its half of the squeeze needs only k ≠ G.
